# Antisymmetric, rotation-invariant functions of two positions in space vanish at equal radii

In one common form of fixed-node diffusion Monte Carlo, applied here to the lowest triplet S state of helium, each proposed move is checked against the sign of a trial function, and a move that changes the sign is rejected. If the trial function is positive on one side of the surface $r_1 = r_2$ and negative on the other, the check only compares the two electrons' distances from the nucleus. Part of the justification for this surface is a symmetry result: every real function of two positions in space that is antisymmetric under exchange and invariant under common rotations is zero wherever $r_1 = r_2$. The interaction does not enter this result, as long as the state has these two symmetries. That the lowest state has no further nodes is a separate fact, which symmetry alone does not give and which is not proved here.

## Positions, rotations and the two symmetries

```lean
import Mathlib

open Matrix

namespace TripletSNode

noncomputable section
```

The first line loads Mathlib, the mathematical library of Lean. Opening `Matrix` makes its notation available: `ᵀ` is the transpose, `*ᵥ` applies a matrix to a vector, and `⬝ᵥ` is the dot product.

```lean
/-- The Euclidean distance of a particle from the origin (the nucleus). -/
def radius {d : ℕ} (r : Fin d → ℝ) : ℝ := Real.sqrt (r ⬝ᵥ r)
```

A position in $d$ dimensions is a function `Fin d → ℝ`, that is, a list of $d$ real components numbered from 0. The origin is the nucleus, held fixed. The radius is the Euclidean length

$$|\mathbf r| = \sqrt{\mathbf r\cdot\mathbf r}.$$

It is defined explicitly because the norm that Mathlib attaches to this type is the largest absolute component, which is not the distance a physicist means.

```lean
/-- A proper rotation: a real orthogonal matrix of determinant one. -/
def IsRotation {d : ℕ} (R : Matrix (Fin d) (Fin d) ℝ) : Prop :=
  Rᵀ * R = 1 ∧ R.det = 1
```

A real matrix $R$ is a rotation if $R^{\mathsf T}R = 1$ and $\det R = 1$. Reflections and, in three dimensions, the inversion have determinant $-1$ and are excluded.

```lean
/-- The spatial wavefunction changes sign when the two particles are exchanged. -/
def ExchangeAntisymmetric {d : ℕ} (ψ : (Fin d → ℝ) → (Fin d → ℝ) → ℝ) : Prop :=
  ∀ r₁ r₂, ψ r₂ r₁ = -ψ r₁ r₂
```

Here $\psi$ takes two positions and returns a real number. The condition reads

$$\psi(\mathbf r_2,\mathbf r_1) = -\psi(\mathbf r_1,\mathbf r_2)\quad\text{for all } \mathbf r_1,\mathbf r_2.$$

This is the spatial part of a two-electron triplet: the spin part is symmetric, so the spatial part must carry the sign change. Spin itself does not appear in the code.

```lean
/-- The wavefunction is unchanged when both particles are rotated together. -/
def RotationInvariant {d : ℕ} (ψ : (Fin d → ℝ) → (Fin d → ℝ) → ℝ) : Prop :=
  ∀ R, IsRotation R → ∀ r₁ r₂, ψ (R *ᵥ r₁) (R *ᵥ r₂) = ψ r₁ r₂
```

For every rotation $R$ and all positions, $\psi(R\mathbf r_1, R\mathbf r_2) = \psi(\mathbf r_1,\mathbf r_2)$. This stands for zero total orbital angular momentum, the "S" in triplet S. Neither definition asks $\psi$ to be continuous, normalisable or a solution of a Schrödinger equation.

```lean
/-- The matrix `2 n nᵀ / (n · n) - 1` of the half turn about the axis `n`. -/
def halfTurn (n : Fin 3 → ℝ) : Matrix (Fin 3) (Fin 3) ℝ :=
  (2 / (n ⬝ᵥ n)) • vecMulVec n n - 1
```

For an axis $\mathbf n$, which need not have unit length, this is the matrix

$$H_{\mathbf n} = \frac{2}{\mathbf n\cdot\mathbf n}\,\mathbf n\mathbf n^{\mathsf T} - 1.$$

In Lean `vecMulVec n n` is the dyad $\mathbf n\mathbf n^{\mathsf T}$, and `•` multiplies by a number. Lean sets $2/0 = 0$, so $\mathbf n = 0$ would give the inversion $-1$; this is why the next theorem about the matrix asks for a nonzero axis.

## Half turns as rotations

```lean
/-- Two particles have equal radii exactly when their squared distances from the origin agree. -/
theorem radius_eq_iff {d : ℕ} (r₁ r₂ : Fin d → ℝ) :
    radius r₁ = radius r₂ ↔ r₁ ⬝ᵥ r₁ = r₂ ⬝ᵥ r₂ :=
  Real.sqrt_inj (Finset.sum_nonneg fun i _ => mul_self_nonneg (r₁ i))
    (Finset.sum_nonneg fun i _ => mul_self_nonneg (r₂ i))
```

Equal radii mean equal squared radii: $|\mathbf r_1| = |\mathbf r_2|$ exactly when $\mathbf r_1\cdot\mathbf r_1 = \mathbf r_2\cdot\mathbf r_2$. Square roots of non-negative numbers agree only if the numbers do, and a sum of squares is non-negative. The later proofs use this to remove the square roots.

```lean
/-- The half turn about a nonzero axis is a proper rotation. -/
theorem halfTurn_isRotation (n : Fin 3 → ℝ) (hn : n ≠ 0) : IsRotation (halfTurn n) := by
  have hs : n ⬝ᵥ n ≠ 0 := fun h => hn (dotProduct_self_eq_zero.mp h)
  have hc : 2 / (n ⬝ᵥ n) * (n ⬝ᵥ n) = 2 := div_mul_cancel₀ 2 hs
  unfold IsRotation halfTurn
  generalize 2 / (n ⬝ᵥ n) = c at hc ⊢
  constructor
  · -- the dyad n nᵀ is symmetric and squares to (n · n) times itself
    have hT : (vecMulVec n n)ᵀ = vecMulVec n n := by
      ext i j
      simp only [Matrix.transpose_apply, Matrix.vecMulVec_apply]
      ring
    have hP : vecMulVec n n * vecMulVec n n = (n ⬝ᵥ n) • vecMulVec n n := by
      ext i j
      simp only [Matrix.mul_apply, Matrix.vecMulVec_apply, Matrix.smul_apply, smul_eq_mul,
        dotProduct, Fin.sum_univ_three]
      ring
    have hcc : c * c * (n ⬝ᵥ n) = 2 * c := by linear_combination c * hc
    rw [Matrix.transpose_sub, Matrix.transpose_smul, Matrix.transpose_one, hT]
    calc (c • vecMulVec n n - 1) * (c • vecMulVec n n - 1)
        = (c * c) • (vecMulVec n n * vecMulVec n n) - (2 * c) • vecMulVec n n + 1 := by
          simp only [sub_mul, mul_sub, smul_mul_assoc, mul_smul_comm, one_mul, mul_one]
          module
      _ = 1 := by rw [hP, smul_smul, hcc, sub_self, zero_add]
  · simp only [dotProduct, Fin.sum_univ_three] at hc
    rw [Matrix.det_fin_three]
    simp only [Matrix.sub_apply, Matrix.smul_apply, Matrix.vecMulVec_apply, smul_eq_mul,
      Matrix.one_apply, Fin.reduceEq, reduceIte]
    linear_combination hc
```

After the name come the axis `n` and the hypothesis `hn` that it is nonzero; after the last colon of the statement comes the claim that $H_{\mathbf n}$ is a rotation.

To check it by hand, write $s = \mathbf n\cdot\mathbf n$, $c = 2/s$ and $P = \mathbf n\mathbf n^{\mathsf T}$, so that $cs = 2$. The dyad is symmetric and satisfies $P^2 = sP$. Therefore

$$H_{\mathbf n}^{\mathsf T}H_{\mathbf n} = (cP-1)^2 = c^2P^2 - 2cP + 1 = (c^2s - 2c)P + 1 = 1,$$

because $c^2s = 2c$. For the determinant, $H_{\mathbf n}$ multiplies $\mathbf n$ by $cs-1 = 1$ and every vector normal to $\mathbf n$ by $-1$. The normal vectors form a plane, so $\det H_{\mathbf n} = 1\cdot(-1)^2 = 1$.

The Lean proof follows the same two parts. The facts `hT` and `hP` are the symmetry of $P$ and $P^2 = sP$, and the `calc` block is the displayed calculation. The determinant is instead expanded in components; it equals $cs - 1$, and `linear_combination hc` finishes with $cs = 2$.

```lean
/-- The half turn about `n` sends `v` to twice its projection on the axis minus `v`. -/
theorem halfTurn_mulVec (n v : Fin 3 → ℝ) (_hn : n ≠ 0) :
    halfTurn n *ᵥ v = (2 * (n ⬝ᵥ v) / (n ⬝ᵥ n)) • n - v := by
  rw [halfTurn, Matrix.sub_mulVec, Matrix.one_mulVec]
  congr 1
  ext i
  simp only [Matrix.mulVec, dotProduct, Matrix.smul_apply, Matrix.vecMulVec_apply,
    Pi.smul_apply, smul_eq_mul, Fin.sum_univ_three]
  ring
```

This gives the action on a vector:

$$H_{\mathbf n}\mathbf v = \frac{2(\mathbf n\cdot\mathbf v)}{\mathbf n\cdot\mathbf n}\,\mathbf n - \mathbf v.$$

It follows from $\mathbf n\mathbf n^{\mathsf T}\mathbf v = (\mathbf n\cdot\mathbf v)\,\mathbf n$. The component of $\mathbf v$ along the axis is kept and the component normal to it is reversed. In particular, a vector normal to $\mathbf n$ goes to its negative. Lean compares components, and `ring` settles the remaining algebra.

```lean
/-- Any two vectors in space have a common nonzero normal. -/
theorem exists_common_normal (a b : Fin 3 → ℝ) :
    ∃ n : Fin 3 → ℝ, n ≠ 0 ∧ n ⬝ᵥ a = 0 ∧ n ⬝ᵥ b = 0 := by
  -- a matrix with rows a, b, 0 is singular, and its kernel is normal to a and b
  have hdet : (Matrix.of ![a, b, 0]).det = 0 :=
    Matrix.det_eq_zero_of_row_eq_zero 2 (fun _ => rfl)
  obtain ⟨n, hn, h⟩ := Matrix.exists_mulVec_eq_zero_iff.mpr hdet
  have ha : a ⬝ᵥ n = 0 := congrFun h 0
  have hb : b ⬝ᵥ n = 0 := congrFun h 1
  exact ⟨n, hn, by rw [dotProduct_comm, ha], by rw [dotProduct_comm, hb]⟩
```

The symbol `∃` means "there exists": for any $\mathbf a$ and $\mathbf b$ in space there is a nonzero $\mathbf n$ with $\mathbf n\cdot\mathbf a = \mathbf n\cdot\mathbf b = 0$. The cross product provides one when $\mathbf a$ and $\mathbf b$ are linearly independent, but it vanishes when they are parallel or when one of them is zero.

A single argument covers all cases. The $3\times3$ matrix with rows $\mathbf a$, $\mathbf b$ and $0$ has determinant zero, so it sends some nonzero $\mathbf n$ to zero. The first two components of that equation are $\mathbf a\cdot\mathbf n = 0$ and $\mathbf b\cdot\mathbf n = 0$. The proof reads them off as components 0 and 1.

## Exchange carried out by a rotation

```lean
/-- Two positions in space at equal distance from the origin are exchanged by a proper rotation. -/
theorem exists_rotation_swap (r₁ r₂ : Fin 3 → ℝ) (h : radius r₁ = radius r₂) :
    ∃ R, IsRotation R ∧ R *ᵥ r₁ = r₂ ∧ R *ᵥ r₂ = r₁ := by
  rw [radius_eq_iff] at h
  by_cases hn : r₁ + r₂ = 0
  · -- opposite positions: turn about any axis normal to them
    have h2 : r₂ = -r₁ := eq_neg_of_add_eq_zero_right hn
    obtain ⟨n, hn0, h1, _⟩ := exists_common_normal r₁ r₁
    have hR : halfTurn n *ᵥ r₁ = -r₁ := by
      rw [halfTurn_mulVec n r₁ hn0, h1, mul_zero, zero_div, zero_smul, zero_sub]
    refine ⟨halfTurn n, halfTurn_isRotation n hn0, ?_, ?_⟩
    · rw [hR, h2]
    · rw [h2, Matrix.mulVec_neg, hR, neg_neg]
  · -- otherwise turn about the bisector r₁ + r₂
    have hs : (r₁ + r₂) ⬝ᵥ (r₁ + r₂) ≠ 0 := fun h0 => hn (dotProduct_self_eq_zero.mp h0)
    have hcomm := dotProduct_comm r₁ r₂
    have e1 : 2 * ((r₁ + r₂) ⬝ᵥ r₁) / ((r₁ + r₂) ⬝ᵥ (r₁ + r₂)) = 1 := by
      rw [div_eq_one_iff_eq hs]
      simp only [add_dotProduct, dotProduct_add]
      linarith
    have e2 : 2 * ((r₁ + r₂) ⬝ᵥ r₂) / ((r₁ + r₂) ⬝ᵥ (r₁ + r₂)) = 1 := by
      rw [div_eq_one_iff_eq hs]
      simp only [add_dotProduct, dotProduct_add]
      linarith
    refine ⟨halfTurn (r₁ + r₂), halfTurn_isRotation _ hn, ?_, ?_⟩
    · rw [halfTurn_mulVec _ _ hn, e1, one_smul, add_sub_cancel_left]
    · rw [halfTurn_mulVec _ _ hn, e2, one_smul, add_sub_cancel_right]
```

If $|\mathbf r_1| = |\mathbf r_2|$, some rotation $R$ satisfies both $R\mathbf r_1 = \mathbf r_2$ and $R\mathbf r_2 = \mathbf r_1$. The `by_cases` line splits the proof according to whether $\mathbf r_1 + \mathbf r_2$ is zero.

Suppose first that $\mathbf r_1 + \mathbf r_2 = 0$. Take any nonzero $\mathbf n$ normal to $\mathbf r_1$. The half turn about it sends $\mathbf r_1$ to $-\mathbf r_1 = \mathbf r_2$ and $\mathbf r_2$ back to $\mathbf r_1$. This case includes both particles sitting at the nucleus.

Otherwise take $\mathbf n = \mathbf r_1 + \mathbf r_2$, which bisects the angle between the two positions. Since the squared lengths agree,

$$\mathbf n\cdot\mathbf n = 2\,\mathbf r_1\cdot\mathbf r_1 + 2\,\mathbf r_1\cdot\mathbf r_2 = 2\,\mathbf n\cdot\mathbf r_1.$$

The coefficient of $\mathbf n$ in $H_{\mathbf n}\mathbf r_1$ is therefore 1, and

$$H_{\mathbf n}\mathbf r_1 = \mathbf n - \mathbf r_1 = \mathbf r_2.$$

The same calculation with the labels exchanged gives $H_{\mathbf n}\mathbf r_2 = \mathbf r_1$. In the code, `e1` and `e2` state that the two coefficients are 1. The tactic `linarith`, which handles linear equations and inequalities, derives them from the equality of the squared lengths.

```lean
/-- An exchange-antisymmetric, rotation-invariant function of two positions in space vanishes
whenever the two particles are equally far from the origin. -/
theorem triplet_S_node (ψ : (Fin 3 → ℝ) → (Fin 3 → ℝ) → ℝ)
    (hanti : ExchangeAntisymmetric ψ) (hrot : RotationInvariant ψ)
    (r₁ r₂ : Fin 3 → ℝ) (h : radius r₁ = radius r₂) : ψ r₁ r₂ = 0 := by
  obtain ⟨R, hR, h1, h2⟩ := exists_rotation_swap r₁ r₂ h
  -- the rotation performs the exchange, so ψ equals its own negative
  have hswap := hrot R hR r₁ r₂
  rw [h1, h2] at hswap
  have hneg := hanti r₁ r₂
  linarith
```

This is the main theorem. Its hypotheses are `hanti` (antisymmetry), `hrot` (rotation invariance) and `h` (equal radii), and its conclusion is $\psi(\mathbf r_1,\mathbf r_2) = 0$.

Let $R$ be the rotation that exchanges the two positions. Then

$$\psi(\mathbf r_1,\mathbf r_2) = \psi(R\mathbf r_1,R\mathbf r_2) = \psi(\mathbf r_2,\mathbf r_1) = -\psi(\mathbf r_1,\mathbf r_2),$$

so $2\psi(\mathbf r_1,\mathbf r_2) = 0$. The first equality is rotation invariance, the second is the action of $R$, and the third is antisymmetry.

In Lean, `obtain` names the rotation and its properties. After the `rw` line, `hswap` says $\psi(\mathbf r_2,\mathbf r_1) = \psi(\mathbf r_1,\mathbf r_2)$, while `hneg` gives the same left side with the opposite sign on the right. `linarith` combines the two.

The theorem concerns two particles and a state that has both symmetries. A field that singles out a direction can spoil the rotation invariance, and the conclusion then no longer follows. The theorem also leaves room for zeros elsewhere: excited triplet S states of helium have additional nodes, whose positions depend on the Hamiltonian.

```lean
/-- A rotation-invariant function of two positions in space is even under inversion of both. -/
theorem even_under_inversion (ψ : (Fin 3 → ℝ) → (Fin 3 → ℝ) → ℝ)
    (hrot : RotationInvariant ψ) (r₁ r₂ : Fin 3 → ℝ) : ψ (-r₁) (-r₂) = ψ r₁ r₂ := by
  -- the half turn about the common normal inverts both positions
  obtain ⟨n, hn, h1, h2⟩ := exists_common_normal r₁ r₂
  have h := hrot (halfTurn n) (halfTurn_isRotation n hn) r₁ r₂
  rwa [halfTurn_mulVec n r₁ hn, halfTurn_mulVec n r₂ hn, h1, h2, mul_zero, zero_div,
    zero_smul, zero_sub, zero_sub] at h
```

Rotation invariance alone gives $\psi(-\mathbf r_1,-\mathbf r_2) = \psi(\mathbf r_1,\mathbf r_2)$, although the inversion is not itself a rotation in space. Choose a nonzero $\mathbf n$ normal to both positions. The half turn about $\mathbf n$ reverses both of them, so for this pair it acts as the inversion does, and rotation invariance gives the equality. A two-electron S state, singlet or triplet, is thus of even parity in its spatial part.

## A function with no further zeros

```lean
/-- The function `r₁² - r₂²` on pairs of positions. -/
def radialDifference (r₁ r₂ : Fin 3 → ℝ) : ℝ := r₁ ⬝ᵥ r₁ - r₂ ⬝ᵥ r₂
```

This defines the function $f(\mathbf r_1,\mathbf r_2) = \mathbf r_1\cdot\mathbf r_1 - \mathbf r_2\cdot\mathbf r_2$. It grows with distance and is not a bound state; it serves to test the symmetry conditions.

```lean
/-- The function `r₁² - r₂²` is exchange-antisymmetric and rotation-invariant, and it vanishes
exactly where the two radii are equal. -/
theorem triplet_S_node_witness :
    ExchangeAntisymmetric radialDifference ∧ RotationInvariant radialDifference ∧
      ∀ r₁ r₂, radialDifference r₁ r₂ = 0 ↔ radius r₁ = radius r₂ := by
  refine ⟨fun r₁ r₂ => ?_, fun R hR r₁ r₂ => ?_, fun r₁ r₂ => ?_⟩
  · unfold radialDifference
    ring
  · have key : ∀ v : Fin 3 → ℝ, (R *ᵥ v) ⬝ᵥ (R *ᵥ v) = v ⬝ᵥ v := fun v => by
      rw [Matrix.dotProduct_mulVec, ← Matrix.mulVec_transpose, Matrix.mulVec_mulVec, hR.1,
        Matrix.one_mulVec]
    unfold radialDifference
    rw [key, key]
  · rw [radius_eq_iff]
    exact sub_eq_zero
```

The symbol `∧` means "and", so the theorem makes three statements: $f$ is antisymmetric, $f$ is rotation-invariant, and $f$ vanishes exactly where the radii are equal. Consequently the two symmetries by themselves force no zeros beyond the surface $r_1 = r_2$.

Exchanging the positions reverses the difference. Rotations preserve squared lengths,

$$(R\mathbf v)\cdot(R\mathbf v) = \mathbf v\cdot(R^{\mathsf T}R\,\mathbf v) = \mathbf v\cdot\mathbf v,$$

which is the fact called `key` in the proof. Finally, the difference is zero exactly when the squared radii agree, and by `radius_eq_iff` this is the same as equal radii.

## The plane behaves differently

```lean
/-- The signed area `x₁ y₂ - y₁ x₂` spanned by two positions in the plane. -/
def planarArea (r₁ r₂ : Fin 2 → ℝ) : ℝ := r₁ 0 * r₂ 1 - r₁ 1 * r₂ 0
```

For two positions in the plane, let $x_i$ and $y_i$ be the components of $\mathbf r_i$ that Lean numbers 0 and 1. The function is

$$A(\mathbf r_1,\mathbf r_2) = x_1y_2 - y_1x_2,$$

the signed area of the parallelogram spanned by the two positions.

```lean
/-- In the plane the signed area is exchange-antisymmetric and rotation-invariant, yet it is
nonzero at two perpendicular positions of equal radius. -/
theorem planar_counterexample :
    ExchangeAntisymmetric planarArea ∧ RotationInvariant planarArea ∧
      radius ![(1 : ℝ), 0] = radius ![(0 : ℝ), 1] ∧ planarArea ![1, 0] ![0, 1] ≠ 0 := by
  refine ⟨fun r₁ r₂ => ?_, fun R hR r₁ r₂ => ?_, ?_, ?_⟩
  · unfold planarArea
    ring
  · -- a linear map multiplies areas by its determinant
    have hd := hR.2
    rw [Matrix.det_fin_two] at hd
    simp only [planarArea, Matrix.mulVec, dotProduct, Fin.sum_univ_two]
    linear_combination (r₁ 0 * r₂ 1 - r₁ 1 * r₂ 0) * hd
  · rw [radius_eq_iff]
    simp [dotProduct, Fin.sum_univ_two]
  · simp [planarArea]

end

end TripletSNode
```

The signed area has both symmetries, yet it is nonzero at $(1,0)$ and $(0,1)$, which have equal radii. The statement of the main theorem with 3 replaced by 2 is therefore false. The signed area itself is not normalisable, but multiplying it by $e^{-r_1^2-r_2^2}$ gives a normalisable function with the same symmetries and the same zeros, so the failure also matters for models of two electrons confined to a plane.

Exchanging the positions reverses the sign of $A$. A linear map multiplies areas by its determinant, so

$$A(R\mathbf r_1,R\mathbf r_2) = (\det R)\,A(\mathbf r_1,\mathbf r_2) = A(\mathbf r_1,\mathbf r_2).$$

At the chosen points $A = 1\cdot1 - 0\cdot0 = 1$. The proof writes the determinant in components and uses `linear_combination` for the invariance; `simp` evaluates the numbers.

The argument used in space breaks down at the exchange. The rotation of the plane that takes $(1,0)$ to $(0,1)$ is a quarter turn, and it takes $(0,1)$ to $(-1,0)$ instead of back to $(1,0)$. The only rigid motion of the plane that keeps the origin fixed and exchanges these two positions is a reflection, which has determinant $-1$. In space the same exchange is a half turn about the bisector, whose axis lies in the plane and which turns the plane over.

```lean
#print axioms TripletSNode.triplet_S_node
#print axioms TripletSNode.even_under_inversion
#print axioms TripletSNode.planar_counterexample
```

```
'TripletSNode.triplet_S_node' depends on axioms: [propext, Classical.choice, Quot.sound]
'TripletSNode.even_under_inversion' depends on axioms: [propext, Classical.choice, Quot.sound]
'TripletSNode.planar_counterexample' depends on axioms: [propext, Classical.choice, Quot.sound]
```
